# Kicked oscillators yield $\varepsilon-1$ at prescribed total field and $1-1/\varepsilon$ at prescribed displacement

In a real-time simulation of a solid, a short field pulse sets the electrons moving and the polarization is recorded afterwards. Its transform gives a dielectric spectrum, but which one? If the total field $E$ is prescribed, it vanishes after the pulse. If the displacement $D$ is prescribed, the polarization leaves behind a field that acts back on the electrons. For finitely many undamped harmonic modes, the two cases can be solved together.

## One formula for both boundary conditions

Mode $j$ has frequency $w_j>0$, weight $f_j>0$ (a squared frequency), polarization $p_j$ and velocity $v_j=p_j'$. The total polarization is $P=\sum_j p_j$. In Gaussian units it induces the field $-4\pi NP$, where the depolarization factor $N\ge 0$ represents the sample's shape: $N=0$ means prescribed $E$, and $N=1$ means prescribed $D$. Idealize the pulse of the applied field ($E$ for $N=0$, $D$ for $N=1$) as instantaneous, at $t=0$, with time integral $k\ne0$. It leaves $p_j(0)=0$ and $v_j(0)=f_jk/(4\pi)$. Afterwards

$$v_j'=-w_j^2p_j+\frac{f_j}{4\pi}(-4\pi NP)=-w_j^2p_j-f_jNP .$$

Let $L=\int_0^\infty e^{-st}P(t)\,dt$ with $s>0$, and let $\varepsilon(s)=1+\sum_j f_j/(s^2+w_j^2)$, the dielectric function of the modes at the imaginary frequency $is$. The claim is

$$\frac{4\pi}{k}L=\frac{\varepsilon-1}{1+N(\varepsilon-1)} .$$

The integrals must converge first. The energy $\sum_j(v_j^2+w_j^2p_j^2)/f_j+NP^2$ has derivative

$$\sum_j\frac{2v_j(v_j'+w_j^2p_j)}{f_j}+2NPP'=-2NP\sum_jv_j+2NP\sum_jv_j=0 .$$

All its terms are nonnegative, so every $p_j$ and $v_j$ stays bounded. Write $\hat g=\int_0^\infty e^{-st}g(t)\,dt$. For bounded $g$, integration by parts gives $\widehat{g'}=s\hat g-g(0)$, and therefore

$$\hat v_j=s\hat p_j,\qquad s\hat v_j-\frac{f_jk}{4\pi}=-w_j^2\hat p_j-f_jNL .$$

Eliminating $\hat v_j$ yields

$$\hat p_j=\frac{f_j}{s^2+w_j^2}\left(\frac{k}{4\pi}-NL\right).$$

With $\chi=\sum_jf_j/(s^2+w_j^2)=\varepsilon-1$, which is $4\pi$ times the usual Gaussian susceptibility, summation over $j$ gives $L=\chi(k/(4\pi)-NL)$, or $L(1+N\chi)=\chi k/(4\pi)$. Since $1+N\chi\ge1$, division proves the claim. Setting $N=0$ gives $\varepsilon-1$; setting $N=1$ gives $(\varepsilon-1)/\varepsilon=1-1/\varepsilon$.

For one mode with $w_1=w_0$ and $f_1=w_p^2$, the equation of motion is $P''=-(w_0^2+Nw_p^2)P$, so prescribing $D$ stiffens the oscillator. As $w_0\to0$, the $N=1$ result tends to $w_p^2/(s^2+w_p^2)$, the transform of an oscillation at the plasma frequency $w_p$.

Some lower bound on $N$ is needed. If $w_0^2+Nw_p^2=-\kappa^2$ with $\kappa>0$, the kicked polarization grows as $\sinh\kappa t$ and its transform diverges for $0<s<\kappa$. Lean assigns such an integral the value zero, whereas the formula gives $w_p^2/(s^2-\kappa^2)\neq0$.

## The model in Lean

The finite type `ι` labels the modes.

```lean
import Mathlib

open MeasureTheory Set
open scoped Real

namespace RealTimeDielectricSpectra

noncomputable section

variable {ι : Type*} [Fintype ι]
```

The transform is an integral over positive times, at real $s$.

```lean
/-- The Laplace transform of a real-time signal `g` at the damping rate `s`. -/
def laplace (g : ℝ → ℝ) (s : ℝ) : ℝ := ∫ t in Ioi (0 : ℝ), Real.exp (-s * t) * g t
```

The induced field carries the Gaussian factor $4\pi$.

```lean
/-- The field `-4π N P` that a polarization `P` induces for depolarization factor `N`. -/
def inducedField (N P : ℝ) : ℝ := -(4 * π * N * P)
```

Real $s$ corresponds to the imaginary frequency $is$, so `dielectric` is a real number. Spectra at real frequencies would require a continuation that is not carried out here.

```lean
/-- The dielectric function at imaginary frequency `i s` of oscillators with frequencies `w j`
and weights `f j`, for `s ≠ 0`. -/
def dielectric (w f : ι → ℝ) (s : ℝ) : ℝ := 1 + ∑ j, f j / (s ^ 2 + w j ^ 2)
```

The pulse enters only through the initial velocities in `kick`. The fields `velocity` and `force` are the equations of motion, continued to negative times as well. The model is linear and has neither damping nor a spatially varying field.

```lean
/-- Mode polarizations `p j` with velocities `v j` after a field kick of strength `k` at time
zero: each mode feels its restoring force and the field induced by the total polarization.
The motion after the kick is continued to all times. -/
structure IsKickedResponse (w f : ι → ℝ) (N k : ℝ) (p v : ι → ℝ → ℝ) : Prop where
  velocity : ∀ j t, HasDerivAt (p j) (v j t) t
  force : ∀ j t, HasDerivAt (v j)
    (-(w j ^ 2) * p j t + f j / (4 * π) * inducedField N (∑ i, p i t)) t
  start : ∀ j, p j 0 = 0
  kick : ∀ j, v j 0 = f j * k / (4 * π)
```

The energy is the one used above.

```lean
/-- The energy of the modes (up to a constant factor), including the depolarization energy,
for nonzero weights `f j`. -/
def energy (w f : ι → ℝ) (N : ℝ) (p v : ι → ℝ → ℝ) (t : ℝ) : ℝ :=
  ∑ j, (v j t ^ 2 + w j ^ 2 * p j t ^ 2) / f j + N * (∑ j, p j t) ^ 2
```

## Convergence and the derivative rule

A signal bounded by $C$ is dominated by $Ce^{-st}$ after damping, which `Integrable.mono'` turns into integrability.

```lean
/-- A bounded continuous signal, damped at a rate `s > 0`, is integrable over positive times. -/
theorem integrable_damped {g : ℝ → ℝ} {C s : ℝ} (hs : 0 < s) (hc : Continuous g)
    (hb : ∀ t, |g t| ≤ C) :
    IntegrableOn (fun t => Real.exp (-s * t) * g t) (Ioi 0) := by
  have hm : Continuous fun t => Real.exp (-s * t) * g t := by fun_prop
  refine Integrable.mono' (Integrable.const_mul (exp_neg_integrableOn_Ioi 0 hs) C)
    hm.aestronglyMeasurable (Filter.Eventually.of_forall fun t => ?_)
  show ‖Real.exp (-s * t) * g t‖ ≤ C * Real.exp (-s * t)
  rw [Real.norm_eq_abs, abs_mul, abs_of_pos (Real.exp_pos _)]
  linarith [mul_le_mul_of_nonneg_right (hb t) (Real.exp_pos (-s * t)).le]
```

For the derivative rule, `hd` differentiates $e^{-st}g$. This function and its derivative are both integrable, so it tends to zero at infinity, and the fundamental theorem of calculus leaves only the boundary value $-g(0)$.

```lean
/-- For a bounded signal whose damped derivative is integrable, the Laplace transform at `s > 0`
turns the time derivative into multiplication by `s`, minus the initial value. -/
theorem laplace_deriv {g g' : ℝ → ℝ} {C s : ℝ} (hs : 0 < s)
    (hg : ∀ t, HasDerivAt g (g' t) t) (hb : ∀ t, |g t| ≤ C)
    (hi : IntegrableOn (fun t => Real.exp (-s * t) * g' t) (Ioi 0)) :
    laplace g' s = s * laplace g s - g 0 := by
  have hi0 := integrable_damped hs
    (continuous_iff_continuousAt.2 fun t => (hg t).continuousAt) hb
  have hi1 : IntegrableOn (fun t => s * (Real.exp (-s * t) * g t)) (Ioi 0) :=
    Integrable.const_mul hi0 s
  have hd : ∀ t, HasDerivAt (fun t => Real.exp (-s * t) * g t)
      (Real.exp (-s * t) * g' t - s * (Real.exp (-s * t) * g t)) t := by
    intro t
    have h1 : HasDerivAt (fun u : ℝ => -s * u) (-s) t :=
      ((hasDerivAt_id' t).const_mul (-s)).congr_deriv (by ring)
    exact (h1.exp.fun_mul (hg t)).congr_deriv (by ring)
  -- the boundary term at infinity vanishes
  have ht := tendsto_zero_of_hasDerivAt_of_integrableOn_Ioi (fun t _ => hd t)
    (Integrable.sub hi hi1) hi0
  have h := integral_Ioi_of_hasDerivAt_of_tendsto' (fun t _ => hd t) (Integrable.sub hi hi1) ht
  rw [integral_sub hi hi1, integral_const_mul] at h
  simp only [mul_zero, Real.exp_zero, one_mul] at h
  unfold laplace
  linarith
```

Energy conservation follows the calculation by hand: `hj` gives the power delivered to each mode, and `h2` supplies the derivative of the total polarization. With it, the change of the depolarization energy cancels the summed power.

```lean
/-- For positive weights, the energy of the kicked modes is conserved. -/
theorem energy_conserved {w f : ι → ℝ} {N k : ℝ} {p v : ι → ℝ → ℝ} (hf : ∀ j, 0 < f j)
    (h : IsKickedResponse w f N k p v) (t : ℝ) : energy w f N p v t = energy w f N p v 0 := by
  have hd : ∀ t, HasDerivAt (energy w f N p v) 0 t := by
    intro t
    -- power delivered to each mode by the induced field
    have hj : ∀ j, HasDerivAt (fun t => (v j t ^ 2 + w j ^ 2 * p j t ^ 2) / f j)
        (-(2 * N * ∑ i, p i t) * v j t) t := by
      intro j
      have a : f j / (4 * π) * inducedField N (∑ i, p i t) = -(f j * N * ∑ i, p i t) := by
        rw [inducedField, div_mul_eq_mul_div, div_eq_iff (by positivity)]; ring
      refine ((((h.force j t).fun_pow 2).fun_add
        (((h.velocity j t).fun_pow 2).const_mul (w j ^ 2))).div_const (f j)).congr_deriv ?_
      rw [div_eq_iff (hf j).ne']
      simp only [Nat.cast_ofNat, Nat.reduceSub, pow_one]
      linear_combination 2 * v j t * a
    have h1 := HasDerivAt.fun_sum (u := Finset.univ) fun j _ => hj j
    have h2 : HasDerivAt (fun t => ∑ j, p j t) (∑ j, v j t) t :=
      HasDerivAt.fun_sum fun j _ => h.velocity j t
    refine (h1.fun_add ((h2.fun_pow 2).const_mul N)).congr_deriv ?_
    rw [← Finset.mul_sum]
    simp only [Nat.cast_ofNat, Nat.reduceSub, pow_one]
    ring
  exact is_const_of_deriv_eq_zero (fun t => (hd t).differentiableAt) (fun t => (hd t).deriv) t 0
```

A single mode's term is at most the whole energy, which gives the bound `key`. Square roots then bound $p_j$ and $v_j$ by a common constant.

```lean
/-- For positive frequencies and weights and `N ≥ 0`, each kicked mode keeps a bounded
polarization and velocity. -/
theorem modes_bounded {w f : ι → ℝ} {N k : ℝ} {p v : ι → ℝ → ℝ} (hw : ∀ j, 0 < w j)
    (hf : ∀ j, 0 < f j) (hN : 0 ≤ N) (h : IsKickedResponse w f N k p v) (j : ι) :
    ∃ C, ∀ t, |p j t| ≤ C ∧ |v j t| ≤ C := by
  let B := energy w f N p v 0 * f j
  have key : ∀ t, v j t ^ 2 + w j ^ 2 * p j t ^ 2 ≤ B := by
    intro t
    have h1 := Finset.single_le_sum (s := Finset.univ)
      (f := fun i => (v i t ^ 2 + w i ^ 2 * p i t ^ 2) / f i)
      (fun i _ => div_nonneg (by positivity) (hf i).le) (Finset.mem_univ j)
    have h2 : 0 ≤ N * (∑ i, p i t) ^ 2 := by positivity
    exact (div_le_iff₀ (hf j)).1
      ((h1.trans (le_add_of_nonneg_right h2)).trans (energy_conserved hf h t).le)
  refine ⟨√(B / w j ^ 2) + √B, fun t => ⟨?_, ?_⟩⟩
  · have h1 : p j t ^ 2 ≤ B / w j ^ 2 := by
      rw [le_div_iff₀ (pow_pos (hw j) 2)]
      linarith [key t, sq_nonneg (v j t)]
    linarith [Real.abs_le_sqrt h1, Real.sqrt_nonneg B]
  · have h1 : v j t ^ 2 ≤ B := by
      have : 0 ≤ w j ^ 2 * p j t ^ 2 := by positivity
      linarith [key t]
    linarith [Real.abs_le_sqrt h1, Real.sqrt_nonneg (B / w j ^ 2)]
```

## From the modes to the spectrum

In the main theorem, `ip`, `iv` and `iS` establish integrability, and `hS` exchanges the transform with the finite sum. The step `mode` is the formula for $\hat p_j$: `a1` and `a2` are the two derivative rules, and `a3` transforms the force. Then `hL` sums over modes, and `h5` collects the terms in $L$.

```lean
/-- For positive frequencies and weights, `N ≥ 0`, `k ≠ 0` and `s > 0`, the Laplace transform of
the kicked polarization, times `4π/k`, is `(ε - 1) / (1 + N (ε - 1))`. -/
theorem kicked_spectrum {w f : ι → ℝ} {N k s : ℝ} {p v : ι → ℝ → ℝ} (hw : ∀ j, 0 < w j)
    (hf : ∀ j, 0 < f j) (hN : 0 ≤ N) (hk : k ≠ 0) (hs : 0 < s)
    (h : IsKickedResponse w f N k p v) :
    4 * π / k * laplace (fun t => ∑ j, p j t) s =
      (dielectric w f s - 1) / (1 + N * (dielectric w f s - 1)) := by
  choose C hC using modes_bounded hw hf hN h
  have ip : ∀ j, IntegrableOn (fun t => Real.exp (-s * t) * p j t) (Ioi 0) := fun j =>
    integrable_damped hs (continuous_iff_continuousAt.2 fun t => (h.velocity j t).continuousAt)
      fun t => (hC j t).1
  have iv : ∀ j, IntegrableOn (fun t => Real.exp (-s * t) * v j t) (Ioi 0) := fun j =>
    integrable_damped hs (continuous_iff_continuousAt.2 fun t => (h.force j t).continuousAt)
      fun t => (hC j t).2
  have iS : IntegrableOn (fun t => Real.exp (-s * t) * ∑ i, p i t) (Ioi 0) := by
    simp only [Finset.mul_sum]
    exact MeasureTheory.integrable_finsetSum _ fun i _ => ip i
  have hS : laplace (fun t => ∑ i, p i t) s = ∑ i, laplace (p i) s := by
    simp only [laplace, Finset.mul_sum]
    exact MeasureTheory.integral_finsetSum _ fun i _ => ip i
  set L := laplace (fun t => ∑ i, p i t) s with hLdef
  -- the transformed equation of motion of each mode
  have mode : ∀ j, laplace (p j) s = f j / (s ^ 2 + w j ^ 2) * (k / (4 * π) - N * L) := by
    intro j
    have hF : ∀ t, HasDerivAt (v j) (-(w j ^ 2) * p j t - f j * N * ∑ i, p i t) t := by
      intro t
      have a : f j / (4 * π) * inducedField N (∑ i, p i t) = -(f j * N * ∑ i, p i t) := by
        rw [inducedField, div_mul_eq_mul_div, div_eq_iff (by positivity)]; ring
      exact (h.force j t).congr_deriv (by linear_combination a)
    have heq : (fun t => Real.exp (-s * t) * (-(w j ^ 2) * p j t - f j * N * ∑ i, p i t)) =
        fun t => -(w j ^ 2) * (Real.exp (-s * t) * p j t) -
          f j * N * (Real.exp (-s * t) * ∑ i, p i t) := by
      funext t; ring
    have i1 := Integrable.const_mul (ip j) (-(w j ^ 2))
    have i2 := Integrable.const_mul iS (f j * N)
    have a1 := laplace_deriv hs (h.velocity j) (fun t => (hC j t).1) (iv j)
    have a2 := laplace_deriv hs hF (fun t => (hC j t).2) (by rw [heq]; exact Integrable.sub i1 i2)
    have a3 : laplace (fun t => -(w j ^ 2) * p j t - f j * N * ∑ i, p i t) s =
        -(w j ^ 2) * laplace (p j) s - f j * N * L := by
      simp only [hLdef, laplace]
      rw [heq, integral_sub i1 i2, integral_const_mul, integral_const_mul]
    rw [div_mul_eq_mul_div, eq_div_iff (by positivity)]
    linear_combination a3 - a2 - s * a1 + s * h.start j + h.kick j
  -- sum over modes and solve for the total polarization
  obtain ⟨χ, hχ⟩ : ∃ χ, χ = ∑ j, f j / (s ^ 2 + w j ^ 2) := ⟨_, rfl⟩
  have hχ0 : 0 ≤ χ := by
    rw [hχ]
    exact Finset.sum_nonneg fun j _ => div_nonneg (hf j).le (by positivity)
  have hL : L = χ * (k / (4 * π) - N * L) := by
    rw [hχ, Finset.sum_mul]
    exact hS.trans (Finset.sum_congr rfl fun j _ => mode j)
  have hx : dielectric w f s - 1 = χ := by rw [dielectric, ← hχ]; ring
  have h5 : L * (1 + N * χ) = χ * (k / (4 * π)) := by linear_combination hL
  rw [hx, eq_div_iff (by positivity), mul_assoc, h5]
  field_simp
```

The two boundary conditions are substitutions for $N$. The second also uses $\varepsilon>0$.

```lean
/-- At fixed total field (`N = 0`), with positive frequencies and weights, `k ≠ 0` and `s > 0`,
the kicked polarization yields `ε - 1`. -/
theorem fixed_field {w f : ι → ℝ} {k s : ℝ} {p v : ι → ℝ → ℝ} (hw : ∀ j, 0 < w j)
    (hf : ∀ j, 0 < f j) (hk : k ≠ 0) (hs : 0 < s) (h : IsKickedResponse w f 0 k p v) :
    4 * π / k * laplace (fun t => ∑ j, p j t) s = dielectric w f s - 1 := by
  rw [kicked_spectrum hw hf le_rfl hk hs h]
  simp

/-- At fixed displacement (`N = 1`), with positive frequencies and weights, `k ≠ 0` and `s > 0`,
the kicked polarization yields `1 - 1/ε`. -/
theorem fixed_displacement {w f : ι → ℝ} {k s : ℝ} {p v : ι → ℝ → ℝ} (hw : ∀ j, 0 < w j)
    (hf : ∀ j, 0 < f j) (hk : k ≠ 0) (hs : 0 < s) (h : IsKickedResponse w f 1 k p v) :
    4 * π / k * laplace (fun t => ∑ j, p j t) s = 1 - 1 / dielectric w f s := by
  have he : 0 < dielectric w f s := add_pos_of_pos_of_nonneg one_pos
    (Finset.sum_nonneg fun j _ => div_nonneg (hf j).le (by positivity))
  rw [kicked_spectrum hw hf zero_le_one hk hs h,
    show 1 + 1 * (dielectric w f s - 1) = dielectric w f s by ring, sub_div, div_self he.ne']
```

## A single oscillator

The next lemma identifies the stiffened equation with the general model for one mode, so the shift $Nw_p^2$ comes from the induced field.

```lean
/-- A single polarization oscillating with squared frequency `w0² + N wp²` after the kick is a
kicked response of one mode with depolarization factor `N`. -/
theorem single_mode_response {w0 wp N k : ℝ} {P V : ℝ → ℝ} (hP : ∀ t, HasDerivAt P (V t) t)
    (hV : ∀ t, HasDerivAt V (-(w0 ^ 2 + N * wp ^ 2) * P t) t) (h0 : P 0 = 0)
    (h1 : V 0 = wp ^ 2 * k / (4 * π)) :
    IsKickedResponse (fun _ : Unit => w0) (fun _ => wp ^ 2) N k (fun _ => P) (fun _ => V) := by
  refine ⟨fun _ => hP, fun _ t => (hV t).congr_deriv ?_, fun _ => h0, fun _ => h1⟩
  have a : wp ^ 2 / (4 * π) * inducedField N (P t) = -(wp ^ 2 * N * P t) := by
    rw [inducedField, div_mul_eq_mul_div, div_eq_iff (by positivity)]; ring
  simp only [Finset.univ_unique, Finset.sum_singleton]
  linear_combination (-1 : ℝ) * a
```

Applying it with $N=0$ to `P` and with $N=1$ to `Q` gives both spectra. For this one-oscillator model, the result tells a simulator which response function a recorded polarization represents.

```lean
/-- One oscillator with `w0, wp, k, s > 0`: the polarization `P` kicked at fixed total field
yields `ε - 1`, and the polarization `Q` kicked at fixed displacement yields `1 - 1/ε`. -/
theorem single_oscillator_spectra {w0 wp k s : ℝ} {P V Q W : ℝ → ℝ} (hw : 0 < w0) (hp : 0 < wp)
    (hk : 0 < k) (hs : 0 < s)
    (hP : ∀ t, HasDerivAt P (V t) t) (hV : ∀ t, HasDerivAt V (-(w0 ^ 2) * P t) t)
    (hP0 : P 0 = 0) (hV0 : V 0 = wp ^ 2 * k / (4 * π))
    (hQ : ∀ t, HasDerivAt Q (W t) t) (hW : ∀ t, HasDerivAt W (-(w0 ^ 2 + wp ^ 2) * Q t) t)
    (hQ0 : Q 0 = 0) (hW0 : W 0 = wp ^ 2 * k / (4 * π)) :
    4 * π / k * laplace P s = (1 + wp ^ 2 / (s ^ 2 + w0 ^ 2)) - 1 ∧
      4 * π / k * laplace Q s = 1 - 1 / (1 + wp ^ 2 / (s ^ 2 + w0 ^ 2)) := by
  have h1 := fixed_field (fun _ => hw) (fun _ => pow_pos hp 2) hk.ne' hs
    (single_mode_response (N := 0) hP (fun t => (hV t).congr_deriv (by ring)) hP0 hV0)
  have h2 := fixed_displacement (fun _ => hw) (fun _ => pow_pos hp 2) hk.ne' hs
    (single_mode_response (N := 1) hQ (fun t => (hW t).congr_deriv (by ring)) hQ0 hW0)
  simp only [dielectric, Finset.univ_unique, Finset.sum_singleton] at h1 h2
  exact ⟨h1, h2⟩
```

Finally, an explicit sine satisfies the equations and the kick conditions, so the single-mode statements apply to an actual motion.

```lean
/-- For `w0 > 0` and `N ≥ 0`, a sine of frequency `√(w0² + N wp²)` is a kicked response. -/
theorem kicked_response_witness {w0 wp N k : ℝ} (hw : 0 < w0) (hN : 0 ≤ N) :
    IsKickedResponse (fun _ : Unit => w0) (fun _ => wp ^ 2) N k
      (fun _ t => wp ^ 2 * k / (4 * π * √(w0 ^ 2 + N * wp ^ 2)) *
        Real.sin (√(w0 ^ 2 + N * wp ^ 2) * t))
      (fun _ t => wp ^ 2 * k / (4 * π) * Real.cos (√(w0 ^ 2 + N * wp ^ 2) * t)) := by
  have h0 : 0 < √(w0 ^ 2 + N * wp ^ 2) := Real.sqrt_pos.2 (by positivity)
  have h2 : √(w0 ^ 2 + N * wp ^ 2) ^ 2 = w0 ^ 2 + N * wp ^ 2 := Real.sq_sqrt (by positivity)
  generalize √(w0 ^ 2 + N * wp ^ 2) = Ω at h0 h2 ⊢
  have lin : ∀ t, HasDerivAt (fun u : ℝ => Ω * u) Ω t := fun t =>
    ((hasDerivAt_id' t).const_mul Ω).congr_deriv (by ring)
  refine single_mode_response (fun t => ?_) (fun t => ?_) (by simp) (by simp)
  · exact ((lin t).sin.const_mul _).congr_deriv (by field_simp)
  · exact ((lin t).cos.const_mul _).congr_deriv (by rw [← h2]; field_simp)

end

end RealTimeDielectricSpectra
```

```lean
#print axioms RealTimeDielectricSpectra.single_oscillator_spectra
```

```
'RealTimeDielectricSpectra.single_oscillator_spectra' depends on axioms: [propext, Classical.choice, Quot.sound]
```
